# Linear Lattice Coupling Never Raises the Relaxed Hubbard Energy above the Bare U

**Q:** Take one lattice coordinate Q with spring energy KQ²/2, K > 0, and a force g per electron. With n electrons the minimum is at Q = ng/K, with energy −n²g²/(2K). The second difference over n = 0, 1, 2 is then

−4g²/(2K) + 2g²/(2K) = −g²/K.

Relaxation lowers the bare repulsion U by g²/K. Isn't that simply a property of parabolas?

**A:** The amount is, but the sign isn't. Freeze the lattice at the one-electron minimum g/K and the second difference is exactly U. Letting the empty and doubly occupied centers relax from there can only lower their energies. That argument never uses the spring, so the lattice can be any real inner-product space `V`, even an infinite-dimensional one.

```lean
import Mathlib

open scoped InnerProductSpace

namespace AnharmonicNegativeU

noncomputable section

variable {V : Type*} [NormedAddCommGroup V] [InnerProductSpace ℝ V]
```

**Q:** What energy replaces the parabola?

**A:** An arbitrary function F, with level energy e:

E(n,Q) = ne + Un(n−1)/2 + F(Q) − n⟨g,Q⟩.

```lean
/-- Energy of a center with `n` electrons at lattice geometry `Q`: level energy `e`, bare
repulsion `U`, arbitrary lattice energy `F`, and linear coupling `g` to the occupation. -/
def energy (e U : ℝ) (F : V → ℝ) (g : V) (n : ℝ) (Q : V) : ℝ :=
  n * e + U * n * (n - 1) / 2 + F Q - n * inner ℝ g Q
```

The relaxed energy R(n) is the infimum over Q, so no minimum need be attained.

```lean
/-- Relaxed energy of the center with `n` electrons: the infimum over all geometries. -/
def relaxed (e U : ℝ) (F : V → ℝ) (g : V) (n : ℝ) : ℝ :=
  ⨅ Q, energy e U F g n Q
```

The quantity of interest is U_eff = R(0) + R(2) − 2R(1), the cost of turning two singly occupied centers into an empty and a doubly occupied one.

```lean
/-- Relaxed Hubbard energy: the cost of turning two singly occupied centers into an empty
and a doubly occupied one, each fully relaxed. -/
def effectiveU (e U : ℝ) (F : V → ℝ) (g : V) : ℝ :=
  relaxed e U F g 0 + relaxed e U F g 2 - 2 * relaxed e U F g 1
```

**Q:** That builds in a good deal of physics.

**A:** It does: a classical lattice, the same F for every occupation, a coupling linear in both n and Q, and a U independent of geometry. Lean lets n be any real number, but `effectiveU` uses only 0, 1 and 2. At fixed Q, the terms in e, F and g cancel:

E(0,Q) + E(2,Q) − 2E(1,Q) = U.

```lean
/-- At a fixed geometry the second difference of the energy in the occupation is the bare `U`. -/
theorem vertical_hubbard (e U : ℝ) (F : V → ℝ) (g Q : V) :
    energy e U F g 0 Q + energy e U F g 2 Q - 2 * energy e U F g 1 Q = U := by
  unfold energy
  ring
```

**Q:** And if the energy runs off to −∞?

**A:** Boundedness below is assumed for n = 0 and n = 2; physically, the lattice doesn't collapse. Without it, Lean's real infimum would return a meaningless 0. The case n = 1 follows, because E(1,Q) is half the sum of the other two energies, less U/2.

```lean
/-- If the empty and the doubly occupied center have energies bounded below, so has the
singly occupied one. -/
theorem singly_occupied_bddBelow (e U : ℝ) (F : V → ℝ) (g : V)
    (h0 : BddBelow (Set.range (energy e U F g 0)))
    (h2 : BddBelow (Set.range (energy e U F g 2))) :
    BddBelow (Set.range (energy e U F g 1)) := by
  obtain ⟨a, ha⟩ := h0
  obtain ⟨b, hb⟩ := h2
  refine ⟨(a + b - U) / 2, ?_⟩
  rintro _ ⟨Q, rfl⟩
  have h3 := ha ⟨Q, rfl⟩
  have h4 := hb ⟨Q, rfl⟩
  have h5 := vertical_hubbard e U F g Q
  linarith
```

**Q:** Now the inequality itself.

**A:** For every Q,

R(0) + R(2) ≤ E(0,Q) + E(2,Q) = 2E(1,Q) + U.

The left side doesn't depend on Q, so taking the infimum on the right gives U_eff ≤ U. Setting U = 0 gives R(0) + R(2) − 2R(1) ≤ 0. In the proof, `ciInf_le` supplies the first step, `key` is the bound for each Q, and `le_ciInf` takes the infimum.

```lean
/-- If the empty and the doubly occupied center have energies bounded below, the relaxed Hubbard
energy is at most the bare `U`. -/
theorem effectiveU_le (e U : ℝ) (F : V → ℝ) (g : V)
    (h0 : BddBelow (Set.range (energy e U F g 0)))
    (h2 : BddBelow (Set.range (energy e U F g 2))) :
    effectiveU e U F g ≤ U := by
  -- every geometry of the singly occupied center is a trial geometry for the other two
  have key : ∀ Q, (relaxed e U F g 0 + relaxed e U F g 2 - U) / 2 ≤ energy e U F g 1 Q := by
    intro Q
    have a : relaxed e U F g 0 ≤ energy e U F g 0 Q := ciInf_le h0 Q
    have b : relaxed e U F g 2 ≤ energy e U F g 2 Q := ciInf_le h2 Q
    have c := vertical_hubbard e U F g Q
    linarith
  have h : (relaxed e U F g 0 + relaxed e U F g 2 - U) / 2 ≤ relaxed e U F g 1 := le_ciInf key
  unfold effectiveU
  linarith
```

**Q:** Can coupling leave U unchanged?

**A:** Yes. If Q₁ minimises the one-electron energy, then

U_eff − U = [R(0) − E(0,Q₁)] + [R(2) − E(2,Q₁)].

Neither bracket is positive, so equality holds exactly when both vanish, that is, when Q₁ is optimal for all three occupations.

```lean
/-- Suppose the empty and the doubly occupied center have energies bounded below. If `Q₁` is an
optimal geometry of the singly occupied center, the relaxed Hubbard energy equals the bare `U`
exactly when `Q₁` is also optimal for the empty and the doubly occupied center. -/
theorem effectiveU_eq_iff (e U : ℝ) (F : V → ℝ) (g Q₁ : V)
    (h0 : BddBelow (Set.range (energy e U F g 0)))
    (h2 : BddBelow (Set.range (energy e U F g 2)))
    (h1 : ∀ Q, energy e U F g 1 Q₁ ≤ energy e U F g 1 Q) :
    effectiveU e U F g = U ↔
      (∀ Q, energy e U F g 0 Q₁ ≤ energy e U F g 0 Q) ∧
      (∀ Q, energy e U F g 2 Q₁ ≤ energy e U F g 2 Q) := by
  have r0 : ∀ Q, relaxed e U F g 0 ≤ energy e U F g 0 Q := fun Q => ciInf_le h0 Q
  have r2 : ∀ Q, relaxed e U F g 2 ≤ energy e U F g 2 Q := fun Q => ciInf_le h2 Q
  have r1 : relaxed e U F g 1 = energy e U F g 1 Q₁ :=
    le_antisymm (ciInf_le (singly_occupied_bddBelow e U F g h0 h2) Q₁) (le_ciInf h1)
  have c := vertical_hubbard e U F g Q₁
  have a0 := r0 Q₁
  have a2 := r2 Q₁
  unfold effectiveU
  constructor
  · intro h
    exact ⟨fun Q => by linarith [r0 Q], fun Q => by linarith [r2 Q]⟩
  · rintro ⟨m0, m2⟩
    have b0 : energy e U F g 0 Q₁ ≤ relaxed e U F g 0 := le_ciInf m0
    have b2 : energy e U F g 2 Q₁ ≤ relaxed e U F g 2 := le_ciInf m2
    linarith
```

A cusp does this with non-zero coupling. For F = |Q| and g = 1/2, the lattice part |Q| − nQ/2 is non-negative for 0 ≤ n ≤ 2 and zero at Q = 0. This is a mathematical idealisation: if F is differentiable at Q₁, optimality for n = 0 and n = 1 makes its gradient there both 0 and g, so g = 0.

```lean
/-- For the cusped lattice energy `|Q|` in one dimension and coupling `1/2`, the relaxed
Hubbard energy equals the bare `U`. -/
theorem effectiveU_cusp (e U : ℝ) :
    effectiveU e U (fun Q : ℝ => |Q|) (1 / 2 : ℝ) = U := by
  have hi : ∀ x y : ℝ, inner ℝ x y = x * y := by
    intro x y
    simp [mul_comm]
  -- the origin is an optimal geometry for every occupation from zero to two
  have hmin : ∀ n : ℝ, 0 ≤ n → n ≤ 2 → ∀ Q : ℝ,
      energy e U (fun Q : ℝ => |Q|) (1 / 2 : ℝ) n 0 ≤
        energy e U (fun Q : ℝ => |Q|) (1 / 2 : ℝ) n Q := by
    intro n hn hn2 Q
    simp only [energy, hi, abs_zero]
    nlinarith [mul_nonneg hn (sub_nonneg.2 (le_abs_self Q)),
      mul_nonneg (sub_nonneg.2 hn2) (abs_nonneg Q)]
  have m0 := hmin 0 (by norm_num) (by norm_num)
  have m1 := hmin 1 (by norm_num) (by norm_num)
  have m2 := hmin 2 (by norm_num) (by norm_num)
  have b0 : BddBelow (Set.range (energy e U (fun Q : ℝ => |Q|) (1 / 2 : ℝ) 0)) := by
    refine ⟨energy e U (fun Q : ℝ => |Q|) (1 / 2 : ℝ) 0 0, ?_⟩
    rintro _ ⟨Q, rfl⟩
    exact m0 Q
  have b2 : BddBelow (Set.range (energy e U (fun Q : ℝ => |Q|) (1 / 2 : ℝ) 2)) := by
    refine ⟨energy e U (fun Q : ℝ => |Q|) (1 / 2 : ℝ) 2 0, ?_⟩
    rintro _ ⟨Q, rfl⟩
    exact m2 Q
  exact (effectiveU_eq_iff e U (fun Q : ℝ => |Q|) (1 / 2 : ℝ) 0 b0 b2 m1).2 ⟨m0, m2⟩
```

**Q:** So coupling alone doesn't guarantee a negative U. What would?

**A:** Non-zero coupling to a lattice that is soft enough is sufficient. Suppose

F(Q+h) + F(Q−h) − 2F(Q) ≤ K‖h‖² for all Q and h,

where K > 0 is an upper bound on the stiffness. Put h = g/K and displace the two centers in opposite directions:

R(0) + R(2) ≤ E(0,Q−h) + E(2,Q+h)

= 2e + U + F(Q−h) + F(Q+h) − 2⟨g,Q⟩ − 2‖g‖²/K

≤ 2E(1,Q) + U − ‖g‖²/K.

The stiffness bound costs ‖g‖²/K and the coupling gains twice that. The infimum over Q gives U_eff ≤ U − ‖g‖²/K, which the parabola attains. In Lean, `s` computes the coupling gain and `c` is the stiffness bound.

```lean
/-- Suppose the empty and the doubly occupied center have energies bounded below. If the symmetric
second differences of the lattice energy are at most `K‖h‖²` with `K > 0`, the relaxed Hubbard
energy lies below the bare `U` by at least `‖g‖²/K`. -/
theorem effectiveU_le_sub (e U K : ℝ) (F : V → ℝ) (g : V) (hK : 0 < K)
    (h0 : BddBelow (Set.range (energy e U F g 0)))
    (h2 : BddBelow (Set.range (energy e U F g 2)))
    (hF : ∀ Q h, F (Q + h) + F (Q - h) - 2 * F Q ≤ K * ‖h‖ ^ 2) :
    effectiveU e U F g ≤ U - ‖g‖ ^ 2 / K := by
  have hn : K * ‖K⁻¹ • g‖ ^ 2 = ‖g‖ ^ 2 / K := by
    rw [norm_smul, Real.norm_eq_abs, mul_pow, sq_abs]
    field_simp
  have key : ∀ Q, (relaxed e U F g 0 + relaxed e U F g 2 - U + ‖g‖ ^ 2 / K) / 2
      ≤ energy e U F g 1 Q := by
    intro Q
    -- displace the empty and the doubly occupied center in opposite directions
    have a : relaxed e U F g 0 ≤ energy e U F g 0 (Q - K⁻¹ • g) := ciInf_le h0 _
    have b : relaxed e U F g 2 ≤ energy e U F g 2 (Q + K⁻¹ • g) := ciInf_le h2 _
    have c := hF Q (K⁻¹ • g)
    have s : inner ℝ g (Q + K⁻¹ • g) = inner ℝ g Q + ‖g‖ ^ 2 / K := by
      rw [inner_add_right, real_inner_smul_right, real_inner_self_eq_norm_sq]
      ring
    rw [hn] at c
    unfold energy at a b ⊢
    rw [s] at b
    linarith
  have h : (relaxed e U F g 0 + relaxed e U F g 2 - U + ‖g‖ ^ 2 / K) / 2
      ≤ relaxed e U F g 1 := le_ciInf key
  unfold effectiveU
  linarith
```

Hence U < ‖g‖²/K makes the center negative-U.

```lean
/-- Suppose the empty and the doubly occupied center have energies bounded below, and the symmetric
second differences of the lattice energy are at most `K‖h‖²` with `K > 0`. Then a bare `U` below
`‖g‖²/K` gives a negative relaxed Hubbard energy. -/
theorem negativeU_criterion (e U K : ℝ) (F : V → ℝ) (g : V) (hK : 0 < K)
    (h0 : BddBelow (Set.range (energy e U F g 0)))
    (h2 : BddBelow (Set.range (energy e U F g 2)))
    (hF : ∀ Q h, F (Q + h) + F (Q - h) - 2 * F Q ≤ K * ‖h‖ ^ 2)
    (hU : U < ‖g‖ ^ 2 / K) :
    effectiveU e U F g < 0 := by
  have h := effectiveU_le_sub e U K F g hK h0 h2 hF
  linarith
```

**Q:** Does anything truly anharmonic qualify?

**A:** Yes, a double well made of two parabolas that meet in a cusp at Q = 0. The usual quartic double well doesn't meet the stiffness bound for any K, because its curvature grows without limit at large |Q|.

```lean
/-- A one-dimensional double-well lattice energy with minima at `Q = 1` and `Q = -1`. -/
def doubleWell (Q : ℝ) : ℝ := (|Q| - 1) ^ 2 / 2
```

Completing the square in |Q| bounds its energies below. For the stiffness, the quadratic part of F contributes h², and the −|Q| part contributes at most zero because |Q+h| + |Q−h| ≥ 2|Q|. So K = 1.

```lean
/-- The double well gives energies bounded below for every occupation and coupling, and its
symmetric second differences are at most `K‖h‖²` with `K = 1`. -/
theorem doubleWell_witness (e U g : ℝ) :
    (∀ n : ℝ, BddBelow (Set.range (energy e U doubleWell g n))) ∧
    (∀ Q h : ℝ, doubleWell (Q + h) + doubleWell (Q - h) - 2 * doubleWell Q
      ≤ 1 * ‖h‖ ^ 2) := by
  have hi : ∀ x y : ℝ, inner ℝ x y = x * y := by
    intro x y
    simp [mul_comm]
  constructor
  · intro n
    refine ⟨n * e + U * n * (n - 1) / 2 - |n * g| - (n * g) ^ 2 / 2, ?_⟩
    rintro _ ⟨Q, rfl⟩
    simp only [energy, doubleWell, hi]
    have h1 : n * g * Q ≤ |n * g| * |Q| := (le_abs_self _).trans_eq (abs_mul _ _)
    -- complete the square in |Q|
    nlinarith [sq_nonneg (|Q| - 1 - |n * g|), sq_abs (n * g)]
  · intro Q h
    have h1 : 2 * |Q| ≤ |Q + h| + |Q - h| := by
      rcases abs_cases Q with ⟨hq, _⟩ | ⟨hq, _⟩
      · linarith [le_abs_self (Q + h), le_abs_self (Q - h)]
      · linarith [neg_le_abs (Q + h), neg_le_abs (Q - h)]
    rw [Real.norm_eq_abs, sq_abs]
    unfold doubleWell
    nlinarith [sq_abs (Q + h), sq_abs (Q - h), sq_abs Q]

end

end AnharmonicNegativeU
```

**Q:** Where would I meet this in a defect calculation?

**A:** When you relax three charge states and combine their total energies. Single-point energies of all three at the relaxed one-electron geometry give the vertical value; relaxing the other two then lowers it or leaves it alone. Within this linear-coupling model the vertical value is U at every geometry, whereas in a real calculation it can vary with geometry.

```lean
#print axioms AnharmonicNegativeU.effectiveU_le
#print axioms AnharmonicNegativeU.effectiveU_cusp
#print axioms AnharmonicNegativeU.negativeU_criterion
```

```
'AnharmonicNegativeU.effectiveU_le' depends on axioms: [propext, Classical.choice, Quot.sound]
'AnharmonicNegativeU.effectiveU_cusp' depends on axioms: [propext, Classical.choice, Quot.sound]
'AnharmonicNegativeU.negativeU_criterion' depends on axioms: [propext, Classical.choice, Quot.sound]
```
